# The Pulay term in the energy derivative of a real symmetric generalized eigenvalue problem

Let $s$ be a real parameter, such as a nuclear coordinate. For each $s$, let $H(s)$ and $S(s)$ be real $n\times n$ matrices, the Hamiltonian and overlap matrices in a finite basis, and let $c(s)$ be a real coefficient vector. Near a chosen point $s_0$ they satisfy

$$H c = E\,S c, \qquad c^T S c = 1,$$

where $E(s)$ is the energy. A prime denotes the derivative with respect to $s$ at $s_0$, taken entry by entry for matrices and vectors. Undifferentiated quantities in a derivative formula are also evaluated at $s_0$. $H$, $S$ and $c$ are assumed differentiable at $s_0$, and $H$ and $S$ symmetric there. If $E$ is the whole potential energy for motion along $s$, the force along $s$ is $-E'$.

## Energy gradient with a varying overlap

Under these assumptions $E$ is differentiable at $s_0$, and

$$E' = c^T H' c - E\,c^T S' c .$$

The second term is the overlap part of the Pulay term, the contribution from the motion of the basis functions. The other part is contained in $c^T H' c$, because the matrix elements of $H$ also change when the basis functions move. If $S$ is constant, the overlap part vanishes and the Hellmann-Feynman form $E' = c^T H' c$ remains.

The differentiability of $E$ is a conclusion. The derivative $c'$ is assumed to exist, but its value does not enter the result.

## Gradients without coefficient response

A code with atom-centred basis functions can use this identity to obtain the gradient of a non-interacting orbital energy along one coordinate from the derivative matrices $H'$ and $S'$ and the converged coefficients. No linear-response equation for $c'$ has to be solved. In a sum over occupied orbitals, the overlap terms become a contraction of $S'$ with the energy-weighted density matrix $\sum_k E_k c_k c_k^T$, where $k$ labels the occupied orbitals.

## Eliminating the coefficient derivative

For a differentiable matrix $A(s)$ that is symmetric at $s_0$, the product rule gives

$$(c^T A c)' = c'^T A c + c^T A' c + c^T A c' = c^T A' c + 2\,c'^T A c ,$$

because symmetry makes the first and last terms equal.

Multiplying the eigenvalue equation by $c^T$ and using the normalization gives, near $s_0$,

$$c^T H c = E\,c^T S c = E .$$

The left side is differentiable at $s_0$, so $E$ is too. Taking $A=H$ and then using the eigenvalue equation at $s_0$,

$$E' = c^T H' c + 2\,c'^T H c = c^T H' c + 2E\,c'^T S c .$$

The normalization is constant near $s_0$. Taking $A=S$ therefore gives

$$0 = c^T S' c + 2\,c'^T S c .$$

Substituting $2\,c'^T S c = -c^T S' c$ yields the formula.

A two-centre model shows the overlap term at work. Take on-site energy $\alpha$, coupling $\beta$ and overlap $s$ with $|s|<1$, as for two linearly independent normalized functions:

$$H=\begin{pmatrix}\alpha&\beta\\ \beta&\alpha\end{pmatrix},\qquad
S=\begin{pmatrix}1&s\\ s&1\end{pmatrix},\qquad
c=\frac{1}{\sqrt{2(1+s)}}\begin{pmatrix}1\\1\end{pmatrix}.$$

The energy is $E=(\alpha+\beta)/(1+s)$. With $\alpha$ and $\beta$ held fixed, $H'=0$ and $c^T S' c = 1/(1+s)$, so the whole slope $E'=-(\alpha+\beta)/(1+s)^2$ comes from the overlap term.

## Basis functions moving in a fixed reference space

Now expand the basis functions in a fixed, finite orthonormal reference basis of size $m$. Their components are the columns of an $m\times n$ matrix $B(s)$. Let $h(s)$ be the operator in the reference basis, differentiable at $s_0$ and symmetric there, and let $B$ also be differentiable at $s_0$. Then

$$H=B^T h B,\qquad S=B^T B,\qquad \psi=Bc,$$

and the energy derivative is

$$E' = \psi^T h'\psi + 2\,(B'c)^T(h-E)\psi .$$

The second term is the full Pulay term: it collects the effect of the basis motion on both $H$ and $S$. To derive the formula, note that $E=\psi^T h\psi$ and $\psi^T\psi=1$ near $s_0$. Differentiating both gives

$$E'=\psi^T h'\psi+2\,\psi'^T h\psi,\qquad 0=2\,\psi'^T\psi .$$

Subtracting $E$ times the second equation from the first gives

$$E'=\psi^T h'\psi+2\,\psi'^T(h-E)\psi .$$

Since $\psi'=B'c+Bc'$, one unwanted term is left, $2(Bc')^T(h-E)\psi$. It vanishes because, for every coefficient vector $d$,

$$(Bd)^T(h-E)\psi=d^T(Hc-E\,Sc)=0 .$$

The residual $(h-E)\psi$ is thus orthogonal to the span of the basis. For the same reason the basis-motion term vanishes whenever $B'c$ lies in that span.

## Constant overlap does not mean a fixed basis

In the Hellmann-Feynman form $c^T H' c$, $H'$ is the derivative of the matrix $H=B^T h B$. Replacing it by $B^T h' B$ omits the motion of the basis functions, and a constant overlap matrix does not justify that replacement.

A single rotating basis function makes the error visible. Take $B=(\cos s,\sin s)^T$, $h=\mathrm{diag}(0,1)$ and $c=1$. Then $S=1$ for every $s$ and $h'=0$, but $H=E=\sin^2 s$ and $E'=2\sin s\cos s$. The matrix formula gives this slope through $H'$. Using only $\psi^T h'\psi$ would give zero.

## Lean statements and proofs

`IsNormalizedSolution H S c E` contains the eigenvalue equation and the normalization. `HasEntryDeriv A A' s₀` says that each entry of `A` has the corresponding entry of `A'` as its derivative. In the code, `*ᵥ` is matrix-vector multiplication and `⬝ᵥ` is the dot product. The types `n` and `m` are finite index sets for the basis and the reference space.

The hypothesis `∀ᶠ s in 𝓝 s₀` requires the solution equations throughout some neighbourhood of $s_0$, whereas `IsSymm` is required only at $s_0$. The conclusion `HasDerivAt E ... s₀` says that $E$ has the displayed derivative.

```lean
import Mathlib

open Matrix Topology

namespace PulayForce

variable {m n : Type*} [Fintype m] [Fintype n]

/-- The coefficient vector `c` solves the generalized eigenvalue problem `H c = E S c`
and is normalized in the overlap metric, `cᵀ S c = 1`. -/
structure IsNormalizedSolution (H S : Matrix n n ℝ) (c : n → ℝ) (E : ℝ) : Prop where
  eigen : H *ᵥ c = E • (S *ᵥ c)
  normalized : c ⬝ᵥ S *ᵥ c = 1

/-- The matrix function `A` has the derivative `A'` at `s₀`, entry by entry. -/
def HasEntryDeriv (A : ℝ → Matrix m n ℝ) (A' : Matrix m n ℝ) (s₀ : ℝ) : Prop :=
  ∀ i j, HasDerivAt (fun s => A s i j) (A' i j) s₀

/-- For a normalized solution the energy is the expectation value `cᵀ H c`. -/
theorem IsNormalizedSolution.energy_eq {H S : Matrix n n ℝ} {c : n → ℝ} {E : ℝ}
    (h : IsNormalizedSolution H S c E) : E = c ⬝ᵥ H *ᵥ c := by
  rw [h.eigen, dotProduct_smul, h.normalized, smul_eq_mul, mul_one]

/-- Derivative of an expectation value `cᵀ A c` when both the vector and the matrix are
differentiable at `s₀` and the matrix is symmetric there. -/
theorem hasDerivAt_expectation {A : ℝ → Matrix n n ℝ} {A' : Matrix n n ℝ}
    {c : ℝ → n → ℝ} {c' : n → ℝ} {s₀ : ℝ} (hA : HasEntryDeriv A A' s₀)
    (hc : ∀ i, HasDerivAt (fun s => c s i) (c' i) s₀) (hsymm : (A s₀).IsSymm) :
    HasDerivAt (fun s => c s ⬝ᵥ A s *ᵥ c s)
      (c s₀ ⬝ᵥ A' *ᵥ c s₀ + 2 * (c' ⬝ᵥ A s₀ *ᵥ c s₀)) s₀ := by
  have key : HasDerivAt (fun s => ∑ i, c s i * ∑ j, A s i j * c s j)
      (∑ i, (c' i * ∑ j, A s₀ i j * c s₀ j
        + c s₀ i * ∑ j, (A' i j * c s₀ j + A s₀ i j * c' j))) s₀ :=
    HasDerivAt.fun_sum fun i _ => (hc i).fun_mul
      (HasDerivAt.fun_sum fun j _ => (hA i j).fun_mul (hc j))
  have expand : (∑ i, (c' i * ∑ j, A s₀ i j * c s₀ j
        + c s₀ i * ∑ j, (A' i j * c s₀ j + A s₀ i j * c' j)))
      = c' ⬝ᵥ A s₀ *ᵥ c s₀ + (c s₀ ⬝ᵥ A' *ᵥ c s₀ + c s₀ ⬝ᵥ A s₀ *ᵥ c') := by
    simp only [dotProduct, Matrix.mulVec, Finset.sum_add_distrib, mul_add]
  -- symmetry makes the two response terms equal
  have swap : c s₀ ⬝ᵥ A s₀ *ᵥ c' = c' ⬝ᵥ A s₀ *ᵥ c s₀ := by
    rw [Matrix.dotProduct_mulVec, ← Matrix.mulVec_transpose, hsymm.eq, dotProduct_comm]
  refine HasDerivAt.congr_deriv key ?_
  rw [expand, swap]
  ring

/-- Energy derivative with a Pulay term: if `H`, `S`, `c` are differentiable at `s₀`, `H` and `S`
are symmetric there, and `c` is a normalized solution of `H c = E S c` near `s₀`, then `E` is
differentiable at `s₀` with `E' = cᵀ H' c - E cᵀ S' c`. -/
theorem hasDerivAt_energy {H S : ℝ → Matrix n n ℝ} {H' S' : Matrix n n ℝ}
    {c : ℝ → n → ℝ} {c' : n → ℝ} {E : ℝ → ℝ} {s₀ : ℝ}
    (hH : HasEntryDeriv H H' s₀) (hS : HasEntryDeriv S S' s₀)
    (hc : ∀ i, HasDerivAt (fun s => c s i) (c' i) s₀)
    (symmH : (H s₀).IsSymm) (symmS : (S s₀).IsSymm)
    (hsol : ∀ᶠ s in 𝓝 s₀, IsNormalizedSolution (H s) (S s) (c s) (E s)) :
    HasDerivAt E (c s₀ ⬝ᵥ H' *ᵥ c s₀ - E s₀ * (c s₀ ⬝ᵥ S' *ᵥ c s₀)) s₀ := by
  have at0 : IsNormalizedSolution (H s₀) (S s₀) (c s₀) (E s₀) := hsol.self_of_nhds
  -- the normalization does not change with s
  have hN : HasDerivAt (fun s => c s ⬝ᵥ S s *ᵥ c s) 0 s₀ :=
    (hasDerivAt_const s₀ (1 : ℝ)).congr_of_eventuallyEq (hsol.mono fun s h => h.normalized)
  have h0 := (hasDerivAt_expectation hS hc symmS).unique hN
  refine ((hasDerivAt_expectation hH hc symmH).congr_of_eventuallyEq
    (hsol.mono fun s h => h.energy_eq)).congr_deriv ?_
  rw [at0.eigen, dotProduct_smul, smul_eq_mul]
  linear_combination E s₀ * h0

/-- Hellmann-Feynman formula in a basis with constant symmetric overlap: for a differentiable
normalized solution and `H` differentiable and symmetric at `s₀`, `E' = cᵀ H' c`. -/
theorem hasDerivAt_energy_of_constant_overlap {H : ℝ → Matrix n n ℝ} {S H' : Matrix n n ℝ}
    {c : ℝ → n → ℝ} {c' : n → ℝ} {E : ℝ → ℝ} {s₀ : ℝ} (hH : HasEntryDeriv H H' s₀)
    (hc : ∀ i, HasDerivAt (fun s => c s i) (c' i) s₀)
    (symmH : (H s₀).IsSymm) (symmS : S.IsSymm)
    (hsol : ∀ᶠ s in 𝓝 s₀, IsNormalizedSolution (H s) S (c s) (E s)) :
    HasDerivAt E (c s₀ ⬝ᵥ H' *ᵥ c s₀) s₀ := by
  have hS : HasEntryDeriv (fun _ => S) 0 s₀ := fun i j => hasDerivAt_const s₀ (S i j)
  refine (hasDerivAt_energy hH hS hc symmH symmS hsol).congr_deriv ?_
  rw [Matrix.zero_mulVec, dotProduct_zero, mul_zero, sub_zero]

/-- Matrix elements of an operator `h` between basis functions, the columns of `B`, are
matrix elements of `h` between the expanded states. -/
theorem projected_form (B : Matrix m n ℝ) (h : Matrix m m ℝ) (d c : n → ℝ) :
    d ⬝ᵥ (Bᵀ * h * B) *ᵥ c = (B *ᵥ d) ⬝ᵥ h *ᵥ (B *ᵥ c) := by
  rw [← Matrix.mulVec_mulVec, ← Matrix.mulVec_mulVec, Matrix.dotProduct_mulVec d,
    Matrix.vecMul_transpose]

/-- The residual `(h - E) ψ` of a solution `ψ = B c` found in the basis `B` is orthogonal
to every state `B d` in the span of that basis. -/
theorem residual_orthogonal {B : Matrix m n ℝ} {h : Matrix m m ℝ} {c : n → ℝ} {E : ℝ}
    (hs : IsNormalizedSolution (Bᵀ * h * B) (Bᵀ * B) c E) (d : n → ℝ) :
    (B *ᵥ d) ⬝ᵥ (h *ᵥ (B *ᵥ c) - E • (B *ᵥ c)) = 0 := by
  have h1 : d ⬝ᵥ (Bᵀ * h * B) *ᵥ c = d ⬝ᵥ (E • ((Bᵀ * B) *ᵥ c)) := by rw [hs.eigen]
  rw [projected_form, dotProduct_smul, ← Matrix.mulVec_mulVec, Matrix.dotProduct_mulVec d,
    Matrix.vecMul_transpose] at h1
  rw [dotProduct_sub, dotProduct_smul, h1, sub_self]

/-- Energy derivative in a moving basis `B(s)`: if `h`, `B` and `c` are differentiable at `s₀`, `h`
is symmetric there, and `c` is a normalized solution in that basis near `s₀`, then with `ψ = B c`
the derivative of `E` at `s₀` is `ψᵀ h' ψ + 2 (B' c)ᵀ (h - E) ψ`. -/
theorem hasDerivAt_energy_moving_basis {h : ℝ → Matrix m m ℝ} {h' : Matrix m m ℝ}
    {B : ℝ → Matrix m n ℝ} {B' : Matrix m n ℝ} {c : ℝ → n → ℝ} {c' : n → ℝ}
    {E : ℝ → ℝ} {s₀ : ℝ} (hh : HasEntryDeriv h h' s₀) (hB : HasEntryDeriv B B' s₀)
    (hc : ∀ i, HasDerivAt (fun s => c s i) (c' i) s₀) (symmh : (h s₀).IsSymm)
    (hsol : ∀ᶠ s in 𝓝 s₀,
      IsNormalizedSolution ((B s)ᵀ * h s * B s) ((B s)ᵀ * B s) (c s) (E s)) :
    HasDerivAt E ((B s₀ *ᵥ c s₀) ⬝ᵥ h' *ᵥ (B s₀ *ᵥ c s₀)
      + 2 * ((B' *ᵥ c s₀) ⬝ᵥ (h s₀ *ᵥ (B s₀ *ᵥ c s₀) - E s₀ • (B s₀ *ᵥ c s₀)))) s₀ := by
  classical
  -- the state moves with the basis and with the coefficients
  have hψ : ∀ i, HasDerivAt (fun s => (B s *ᵥ c s) i)
      ((B' *ᵥ c s₀ + B s₀ *ᵥ c') i) s₀ := by
    intro i
    have key : HasDerivAt (fun s => ∑ j, B s i j * c s j)
        (∑ j, (B' i j * c s₀ j + B s₀ i j * c' j)) s₀ :=
      HasDerivAt.fun_sum fun j _ => (hB i j).fun_mul (hc j)
    refine HasDerivAt.congr_deriv key ?_
    simp only [Pi.add_apply, Matrix.mulVec, dotProduct, Finset.sum_add_distrib]
  have hone : HasEntryDeriv (fun _ => (1 : Matrix m m ℝ)) 0 s₀ :=
    fun i j => hasDerivAt_const s₀ ((1 : Matrix m m ℝ) i j)
  have hN : HasDerivAt (fun s => (B s *ᵥ c s) ⬝ᵥ (1 : Matrix m m ℝ) *ᵥ (B s *ᵥ c s)) 0 s₀ := by
    refine (hasDerivAt_const s₀ (1 : ℝ)).congr_of_eventuallyEq (hsol.mono fun s hs => ?_)
    have h1 := hs.normalized
    rw [← Matrix.mulVec_mulVec, Matrix.dotProduct_mulVec (c s), Matrix.vecMul_transpose] at h1
    simpa only [Matrix.one_mulVec] using h1
  have h0 := (hasDerivAt_expectation hone hψ Matrix.isSymm_one).unique hN
  -- the response of the coefficients drops out
  have hres := residual_orthogonal hsol.self_of_nhds c'
  refine ((hasDerivAt_expectation hh hψ symmh).congr_of_eventuallyEq
    (hsol.mono fun s hs => hs.energy_eq.trans (projected_form _ _ _ _))).congr_deriv ?_
  simp only [Matrix.zero_mulVec, dotProduct_zero, Matrix.one_mulVec, zero_add, add_dotProduct,
    dotProduct_sub, dotProduct_smul, smul_eq_mul] at h0 hres ⊢
  linear_combination 2 * hres + E s₀ * h0

/-- Two-centre model: for overlap entry `s > -1`, on-site energy `α` and coupling `β`, the
normalized even combination is a solution with energy `(α + β) / (1 + s)`. -/
theorem bonding_orbital_witness (α β s : ℝ) (hs : -1 < s) :
    IsNormalizedSolution !![α, β; β, α] !![1, s; s, 1]
      ![1 / √(2 * (1 + s)), 1 / √(2 * (1 + s))] ((α + β) / (1 + s)) := by
  have h1 : 1 + s ≠ 0 := (by linarith : (0 : ℝ) < 1 + s).ne'
  have hk : (1 / √(2 * (1 + s))) ^ 2 * (2 * (1 + s)) = 1 := by
    rw [div_pow, Real.sq_sqrt (by linarith)]
    field_simp
  generalize 1 / √(2 * (1 + s)) = k at hk ⊢
  constructor
  · ext i
    fin_cases i <;> simp [Matrix.mulVec, dotProduct, Fin.sum_univ_succ] <;> field_simp
    ring
  · simp [Matrix.mulVec, dotProduct, Fin.sum_univ_succ]
    linear_combination hk

/-- One basis function `(cos s, sin s)` rotating under the fixed operator `diag(0, 1)` has
energy `sin² s`, whose derivative is `2 sin s cos s`. -/
theorem rotating_basis_witness (s : ℝ) :
    IsNormalizedSolution
      (!![Real.cos s; Real.sin s]ᵀ * (!![0, 0; 0, 1] : Matrix (Fin 2) (Fin 2) ℝ) *
        !![Real.cos s; Real.sin s])
      (!![Real.cos s; Real.sin s]ᵀ * !![Real.cos s; Real.sin s]) ![1] (Real.sin s ^ 2) ∧
    HasDerivAt (fun t => Real.sin t ^ 2) (2 * Real.sin s * Real.cos s) s := by
  have hp := Real.sin_sq_add_cos_sq s
  refine ⟨⟨?_, ?_⟩, ((Real.hasDerivAt_sin s).fun_pow 2).congr_deriv (by norm_num)⟩
  · ext i
    fin_cases i
    simp [Matrix.mulVec, dotProduct, Matrix.mul_apply, Fin.sum_univ_succ]
    linear_combination (-(Real.sin s) ^ 2) * hp
  · simp [Matrix.mulVec, dotProduct, Matrix.mul_apply, Fin.sum_univ_succ]
    linear_combination hp

end PulayForce
```

```lean
#print axioms PulayForce.hasDerivAt_energy
#print axioms PulayForce.hasDerivAt_energy_of_constant_overlap
#print axioms PulayForce.hasDerivAt_energy_moving_basis
```

```
'PulayForce.hasDerivAt_energy' depends on axioms: [propext, Classical.choice, Quot.sound]
'PulayForce.hasDerivAt_energy_of_constant_overlap' depends on axioms: [propext, Classical.choice, Quot.sound]
'PulayForce.hasDerivAt_energy_moving_basis' depends on axioms: [propext, Classical.choice, Quot.sound]
```

`hasDerivAt_expectation` is the product-rule step. Its `key` differentiates the finite sums, `expand` returns them to matrix notation, and `swap` uses symmetry to combine the two terms containing $c'$.

In `hasDerivAt_energy`, `hN` records that the normalization has derivative zero. Comparing this with the product rule gives `h0`, the equation $c^T S'c+2c'^T Sc=0$. The local identity $E=c^T Hc$, supplied by `energy_eq`, transfers differentiability to $E$. The final `linear_combination E s₀ * h0` eliminates $c'$. `hasDerivAt_energy_of_constant_overlap` then sets $S'=0$.

For the moving basis, `projected_form` converts between coefficients and expanded states, and `residual_orthogonal` proves the orthogonality relation. In `hasDerivAt_energy_moving_basis`, `hψ` is the product rule for $\psi=Bc$. The last line combines the differentiated normalization with orthogonality to the direction $Bc'$.

`bonding_orbital_witness` checks the two-centre solution by components. For $|s|<1$ this solution is the lower of the two, as the word bonding suggests, only if $\beta<\alpha s$; the theorem itself does not need that condition. `rotating_basis_witness` does the same for the rotating function and differentiates $\sin^2 s$ directly.

## Smooth eigenvectors, degeneracy and self-consistency

The theorems apply to any eigenvalue branch with the required differentiable coefficients, not only to the ground state. They do not construct such a branch. A diagonalizer may reverse the sign of an eigenvector between neighbouring geometries. This does not affect the final contractions, which are quadratic in $c$, but the differentiability hypothesis refers to a consistent choice of sign.

Degeneracy needs more care. An arbitrary vector from a degenerate eigenspace at $s_0$ need not belong to a differentiable branch, and inserting it into the formula can give a number that is not the slope of any branch.

The matrices are real and finite, and there is one parameter. Complex Hermitian matrices are not covered. The moving-basis theorem also requires a finite reference space. The matrix theorem needs no such space, so it applies to any finite set of basis functions whose real matrices meet its hypotheses.

In a self-consistent calculation, $H$ depends on the occupied orbitals. To apply the formula to an orbital energy, take $H'$ to be the total derivative along the self-consistent path, including the density response. The total energy is a different function, and its gradient needs its own derivation.

Finally, the eigenvalue equation is assumed to hold exactly. The theorems give no error bound for incompletely converged coefficients or for floating-point rounding.
